# The Aronszajn–Krein formula for a finite matrix with a rank-one coupling

## Does a formula from a geometric series hold where the series diverges?

Let \(H\) be the Hamiltonian matrix of a system with \(n\) states, \(v\) a vector and \(g\) a coupling strength. I write \(\langle a,b\rangle=\sum_i \bar a_i b_i\), \(H_g=H+g\,vv^*\) and, for an energy \(z\) that is not an eigenvalue of \(H\),

\[
G=(z-H)^{-1},\qquad F=\langle v,Gv\rangle .
\]

I want the new levels that the coupling produces, as when one site of a lattice gets a different energy. Expanding in powers of \(g\), I find

\[
\langle v,(z-H_g)^{-1}v\rangle=F+gF^2+g^2F^3+\dots=\frac{F}{1-gF},
\]

and I read off a new level at \(gF=1\). But the series converges only for \(|gF|<1\), so the level sits where my derivation has broken down. Can I trust the formula there and beyond, and does \(gF=1\) really mean an eigenvector? Does \(H\) have to be Hermitian?

## The condition gF = 1 from the eigenvalue equation

Whenever \(z-H\) is invertible, the formula holds for every finite matrix \(H\), Hermitian or not, and every complex \(g\) with \(gF\neq1\). At \(gF=1\) the inverse on the left does not exist, and there is indeed an eigenvector. The derivation needs no expansion in \(g\).

Since \(z-H\) is invertible, \((z-H)x=w\) has the single solution \(x=Gw\). The coupling adds a source along \(v\):

\[
(z-H_g)x=(z-H)x-g\langle v,x\rangle v .
\]

So \(H_gx=zx\) is equivalent to

\[
x=g\langle v,x\rangle\,Gv ,
\]

and every eigenvector at \(z\) is proportional to \(Gv\).

Suppose that \(x\neq0\) solves this. Then \(g\langle v,x\rangle\neq0\), since otherwise the right-hand side would vanish. Projecting on \(v\) gives \(\langle v,x\rangle=g\langle v,x\rangle F\), and dividing by \(\langle v,x\rangle\) leaves \(gF=1\). Conversely, let \(gF=1\) and take \(x=Gv\). Then \(\langle v,x\rangle=F\neq0\), so \(x\neq0\), and \(g\langle v,x\rangle=1\), so the equation holds.

A square matrix is singular exactly when it has a nonzero null vector. Hence \(z-H_g\) is invertible exactly when \(gF\neq1\).

In that case, solve \((z-H_g)x=w\). It reads \(x=Gw+g\langle v,x\rangle Gv\). Projecting on \(v\) gives \(\langle v,x\rangle(1-gF)=\langle v,Gw\rangle\), and therefore

\[
(z-H_g)^{-1}w=Gw+\frac{g\langle v,Gw\rangle}{1-gF}\,Gv .
\]

This is Krein's formula. With \(w=v\), the matrix element in \(v\) is

\[
F+\frac{gF^2}{1-gF}=\frac{F}{1-gF}.
\]

Two consequences follow. If \(z\) is an eigenvalue for both \(g_1\) and \(g_2\), then \(g_1F=g_2F=1\), so \(g_1=g_1(g_2F)=g_2(g_1F)=g_2\). If \(H\) is diagonal with real levels \(E_k\), then \((Gv)_k=v_k/(z-E_k)\), and the condition becomes the secular equation

\[
g\sum_k\frac{|v_k|^2}{z-E_k}=1 .
\]

## What the Lean theorems say

The finite type `n` labels the basis states. `coupled H v g` is \(H_g\), `green H z` is \(G\), and `greenAmp H v z` is \(F\). The product `⬝ᵥ` does not conjugate, so \(\langle v,x\rangle\) appears as `star v ⬝ᵥ x`; `*ᵥ` is matrix times vector, and `vecMulVec v (star v)` is \(vv^*\). Invertibility is written `IsUnit`. The vector \(v\) need not be normalised.

The main theorem, `aronszajn_krein`, assumes only that \(z-H\) is invertible, which means physically that \(z\) is not a level of the uncoupled system. It states the invertibility criterion for \(z-H_g\) and, when \(gF\neq1\), the value \(F/(1-gF)\). `bound_state_condition` is the eigenvector version, `coupling_unique` says that at most one \(g\) puts a level at \(z\), and `secular_equation` treats diagonal \(H\).

Many texts define \(F\) with \((H-z)^{-1}\), which turns the denominator into \(1+gF\). The name Aronszajn–Krein is also usually attached to self-adjoint operators on a Hilbert space and their spectral measures, whereas these theorems concern finite matrices. Accordingly, "bound state" in the Lean names means an eigenvector at an energy outside the spectrum of \(H\). For an impurity in an infinite crystal, the passage from finite clusters to a continuous band, and with it the question of localisation, is a further step.

Levels of \(H_g\) that coincide with levels of \(H\) escape the criterion. If \(H\) is diagonal and \(v_k=0\), for example, \(E_k\) remains an eigenvalue for every \(g\).

```lean
import Mathlib

open Matrix

namespace AronszajnKrein

noncomputable section

variable {n : Type*} [Fintype n] [DecidableEq n]

/-- The Hamiltonian `H + g v v*`: a rank-one coupling of strength `g` through the vector `v`. -/
def coupled (H : Matrix n n ℂ) (v : n → ℂ) (g : ℂ) : Matrix n n ℂ :=
  H + g • vecMulVec v (star v)

/-- The Green matrix `(z - H)⁻¹`, meaningful where `z - H` is invertible. -/
def green (H : Matrix n n ℂ) (z : ℂ) : Matrix n n ℂ :=
  (z • (1 : Matrix n n ℂ) - H)⁻¹

/-- The matrix element `F = ⟨v, (z - H)⁻¹ v⟩`, meaningful where `z - H` is invertible. -/
def greenAmp (H : Matrix n n ℂ) (v : n → ℂ) (z : ℂ) : ℂ :=
  star v ⬝ᵥ (green H z *ᵥ v)

variable {H : Matrix n n ℂ} {v : n → ℂ} {z g : ℂ}

/-- If `z - H` is invertible, the driven equation `(z - H) x = w` has exactly one solution,
the Green matrix applied to the source `w`. -/
theorem green_solves (h : IsUnit (z • (1 : Matrix n n ℂ) - H)) {x w : n → ℂ} :
    (z • (1 : Matrix n n ℂ) - H) *ᵥ x = w ↔ x = green H z *ᵥ w := by
  have hd := (Matrix.isUnit_iff_isUnit_det _).mp h
  constructor
  · intro hx
    rw [← hx, green, Matrix.mulVec_mulVec, Matrix.nonsing_inv_mul _ hd, Matrix.one_mulVec]
  · intro hx
    rw [hx, green, Matrix.mulVec_mulVec, Matrix.mul_nonsing_inv _ hd, Matrix.one_mulVec]

/-- The coupling adds to `(z - H) x` a source along `v`, proportional to the overlap `⟨v, x⟩`. -/
theorem coupled_mulVec (H : Matrix n n ℂ) (v : n → ℂ) (z g : ℂ) (x : n → ℂ) :
    (z • (1 : Matrix n n ℂ) - coupled H v g) *ᵥ x =
      (z • (1 : Matrix n n ℂ) - H) *ᵥ x - (g * (star v ⬝ᵥ x)) • v := by
  have hP : (g • vecMulVec v (star v)) *ᵥ x = (g * (star v ⬝ᵥ x)) • v := by
    ext i
    simp only [Matrix.mulVec, dotProduct, Matrix.smul_apply, Matrix.vecMulVec_apply,
      Pi.smul_apply, smul_eq_mul, Finset.mul_sum, Finset.sum_mul]
    exact Finset.sum_congr rfl (fun j _ => by ring)
  rw [coupled, ← sub_sub, Matrix.sub_mulVec, hP]

/-- If `z - H` is invertible, `x` solves the eigenvalue equation of the coupled Hamiltonian at `z`
exactly when `x = g ⟨v, x⟩ (z - H)⁻¹ v`. -/
theorem bound_state_form (h : IsUnit (z • (1 : Matrix n n ℂ) - H)) (x : n → ℂ) :
    coupled H v g *ᵥ x = z • x ↔ x = (g * (star v ⬝ᵥ x)) • (green H z *ᵥ v) := by
  have h0 : coupled H v g *ᵥ x = z • x ↔
      (z • (1 : Matrix n n ℂ) - coupled H v g) *ᵥ x = 0 := by
    rw [Matrix.sub_mulVec, Matrix.smul_mulVec, Matrix.one_mulVec, sub_eq_zero]
    exact eq_comm
  rw [h0, coupled_mulVec, sub_eq_zero, green_solves h, Matrix.mulVec_smul]

/-- If `z - H` is invertible, `z` is an eigenvalue of `H + g v v*` exactly when `g F = 1`. -/
theorem bound_state_condition (h : IsUnit (z • (1 : Matrix n n ℂ) - H)) :
    (∃ x : n → ℂ, x ≠ 0 ∧ coupled H v g *ᵥ x = z • x) ↔ g * greenAmp H v z = 1 := by
  have hF : star v ⬝ᵥ (green H z *ᵥ v) = greenAmp H v z := rfl
  constructor
  · rintro ⟨x, hx0, hx⟩
    have hx' := (bound_state_form h x).mp hx
    have hc : g * (star v ⬝ᵥ x) ≠ 0 := by
      intro h0
      rw [h0, zero_smul] at hx'
      exact hx0 hx'
    -- project the bound-state equation on `v`
    have h2 : star v ⬝ᵥ x = star v ⬝ᵥ ((g * (star v ⬝ᵥ x)) • (green H z *ᵥ v)) :=
      congrArg (fun y => star v ⬝ᵥ y) hx'
    rw [dotProduct_smul, smul_eq_mul, hF] at h2
    apply mul_left_cancel₀ hc
    linear_combination (-g) * h2
  · intro hg
    refine ⟨green H z *ᵥ v, ?_, ?_⟩
    · intro h0
      rw [← hF, h0, dotProduct_zero, mul_zero] at hg
      exact zero_ne_one hg
    · apply (bound_state_form h _).mpr
      rw [hF, hg, one_smul]

/-- If `z - H` is invertible, then `z - H - g v v*` is invertible exactly when `g F ≠ 1`. -/
theorem isUnit_coupled_iff (h : IsUnit (z • (1 : Matrix n n ℂ) - H)) :
    IsUnit (z • (1 : Matrix n n ℂ) - coupled H v g) ↔ g * greenAmp H v z ≠ 1 := by
  rw [Matrix.isUnit_iff_isUnit_det, isUnit_iff_ne_zero, ne_eq,
    ← Matrix.exists_mulVec_eq_zero_iff, ne_eq, ← bound_state_condition h]
  -- null vectors of `z - H - g v v*` are the eigenvectors at `z`
  refine not_congr (exists_congr fun x => and_congr_right fun _ => ?_)
  rw [Matrix.sub_mulVec, Matrix.smul_mulVec, Matrix.one_mulVec, sub_eq_zero]
  exact eq_comm

/-- Krein's resolvent formula: if `z - H` is invertible and `g F ≠ 1`, the coupled Green matrix
acts on `w` as the free one plus `g ⟨v, (z - H)⁻¹ w⟩ / (1 - g F)` times `(z - H)⁻¹ v`. -/
theorem krein_resolvent (h : IsUnit (z • (1 : Matrix n n ℂ) - H))
    (hg : g * greenAmp H v z ≠ 1) (w : n → ℂ) :
    green (coupled H v g) z *ᵥ w = green H z *ᵥ w +
      (g * (star v ⬝ᵥ (green H z *ᵥ w)) / (1 - g * greenAmp H v z)) • (green H z *ᵥ v) := by
  have hF : star v ⬝ᵥ (green H z *ᵥ v) = greenAmp H v z := rfl
  have hne : 1 - g * greenAmp H v z ≠ 0 := sub_ne_zero.mpr hg.symm
  have hc : g * (star v ⬝ᵥ (green H z *ᵥ w)) / (1 - g * greenAmp H v z)
      * (1 - g * greenAmp H v z) = g * (star v ⬝ᵥ (green H z *ᵥ w)) := by
    field_simp
  generalize g * (star v ⬝ᵥ (green H z *ᵥ w)) / (1 - g * greenAmp H v z) = c at hc ⊢
  -- check that the right-hand side solves the coupled driven equation
  refine ((green_solves ((isUnit_coupled_iff h).mpr hg)).mp ?_).symm
  rw [coupled_mulVec, Matrix.mulVec_add, Matrix.mulVec_smul, (green_solves h).mpr rfl,
    (green_solves h).mpr rfl, dotProduct_add, dotProduct_smul, smul_eq_mul, hF]
  linear_combination (norm := module) hc • v

/-- Aronszajn-Krein formula: if `z - H` is invertible, then `z - H - g v v*` is invertible exactly
when `g F ≠ 1`, and in that case its inverse has the matrix element `F / (1 - g F)` in `v`. -/
theorem aronszajn_krein (h : IsUnit (z • (1 : Matrix n n ℂ) - H)) :
    (IsUnit (z • (1 : Matrix n n ℂ) - coupled H v g) ↔ g * greenAmp H v z ≠ 1) ∧
    (g * greenAmp H v z ≠ 1 →
      greenAmp (coupled H v g) v z = greenAmp H v z / (1 - g * greenAmp H v z)) := by
  refine ⟨isUnit_coupled_iff h, fun hg => ?_⟩
  have hF : star v ⬝ᵥ (green H z *ᵥ v) = greenAmp H v z := rfl
  have hne : 1 - g * greenAmp H v z ≠ 0 := sub_ne_zero.mpr hg.symm
  have hc : g * greenAmp H v z / (1 - g * greenAmp H v z) * (1 - g * greenAmp H v z)
      = g * greenAmp H v z := by
    field_simp
  -- take the matrix element of Krein's formula in `v`
  have hk : greenAmp (coupled H v g) v z = greenAmp H v z +
      g * greenAmp H v z / (1 - g * greenAmp H v z) * greenAmp H v z := by
    rw [greenAmp, krein_resolvent h hg v, dotProduct_add, dotProduct_smul, smul_eq_mul, hF]
  rw [hk, eq_div_iff hne]
  linear_combination greenAmp H v z * hc

/-- If `z - H` is invertible, `z` is an eigenvalue of `H + g v v*` for at most one coupling `g`. -/
theorem coupling_unique (h : IsUnit (z • (1 : Matrix n n ℂ) - H)) {g₁ g₂ : ℂ}
    (h₁ : ∃ x : n → ℂ, x ≠ 0 ∧ coupled H v g₁ *ᵥ x = z • x)
    (h₂ : ∃ x : n → ℂ, x ≠ 0 ∧ coupled H v g₂ *ᵥ x = z • x) : g₁ = g₂ := by
  have e₁ := (bound_state_condition h).mp h₁
  have e₂ := (bound_state_condition h).mp h₂
  linear_combination g₁ * (-e₂) + g₂ * e₁

/-- Secular equation: for a diagonal `H` with real levels `E k`, a number `z` different from all
levels is an eigenvalue of `H + g v v*` exactly when `g ∑ |v k|² / (z - E k) = 1`. -/
theorem secular_equation (E : n → ℝ) (hz : ∀ k, z ≠ (E k : ℂ)) :
    (∃ x : n → ℂ, x ≠ 0 ∧ coupled (diagonal fun k => (E k : ℂ)) v g *ᵥ x = z • x) ↔
      g * ∑ k, (Complex.normSq (v k) : ℂ) / (z - E k) = 1 := by
  have hd : z • (1 : Matrix n n ℂ) - diagonal (fun k => (E k : ℂ)) =
      diagonal (fun k => z - (E k : ℂ)) := by
    ext i j
    by_cases hij : i = j
    · subst hij
      simp
    · simp [hij]
  have hu : IsUnit (z • (1 : Matrix n n ℂ) - diagonal (fun k => (E k : ℂ))) := by
    rw [hd, Matrix.isUnit_iff_isUnit_det, Matrix.det_diagonal, isUnit_iff_ne_zero]
    exact Finset.prod_ne_zero_iff.mpr (fun k _ => sub_ne_zero.mpr (hz k))
  -- the driven equation decouples level by level
  have hx : (fun k => v k / (z - (E k : ℂ))) =
      green (diagonal fun k => (E k : ℂ)) z *ᵥ v := by
    apply (green_solves hu).mp
    rw [hd]
    ext k
    have hk : z - (E k : ℂ) ≠ 0 := sub_ne_zero.mpr (hz k)
    simp only [Matrix.mulVec_diagonal]
    field_simp
  have hs : greenAmp (diagonal fun k => (E k : ℂ)) v z =
      ∑ k, (Complex.normSq (v k) : ℂ) / (z - E k) := by
    rw [greenAmp, ← hx]
    refine Finset.sum_congr rfl (fun k _ => ?_)
    rw [Complex.normSq_eq_conj_mul_self]
    exact (mul_div_assoc _ _ _).symm
  rw [bound_state_condition hu, hs]

end

end AronszajnKrein
```

```lean
#print axioms AronszajnKrein.aronszajn_krein
#print axioms AronszajnKrein.coupling_unique
#print axioms AronszajnKrein.secular_equation
```

```
'AronszajnKrein.aronszajn_krein' depends on axioms: [propext, Classical.choice, Quot.sound]
'AronszajnKrein.coupling_unique' depends on axioms: [propext, Classical.choice, Quot.sound]
'AronszajnKrein.secular_equation' depends on axioms: [propext, Classical.choice, Quot.sound]
```

## From the driven equation to the resolvent in Lean

`green_solves` is the unique solution \(x=Gw\), obtained by multiplying with the inverse from either side. `coupled_mulVec` computes the extra source along \(v\) component by component. `bound_state_form` combines the two into \(x=g\langle v,x\rangle Gv\).

In `bound_state_condition`, `hc` records that \(g\langle v,x\rangle\neq0\), and `h2` is the projection on \(v\). Lean cancels the whole factor \(g\langle v,x\rangle\), where the derivation above divides by \(\langle v,x\rangle\). The converse supplies `green H z *ᵥ v` as the eigenvector.

`isUnit_coupled_iff` passes through the determinant: it is zero exactly when a nonzero null vector exists, and the null vectors of \(z-H_g\) are the eigenvectors at \(z\).

`krein_resolvent` runs the last calculation in the opposite direction. It names the coefficient \(c\), with \(c(1-gF)=g\langle v,Gw\rangle\), and applies \(z-H_g\) to \(Gw+c\,Gv\):

\[
w+\bigl[c(1-gF)-g\langle v,Gw\rangle\bigr]v=w .
\]

Uniqueness of the solution then identifies this vector with \((z-H_g)^{-1}w\). `aronszajn_krein` takes the matrix element in \(v\) and simplifies the fraction. `secular_equation` first shows that \(z-H\) is diagonal with nonzero entries, then solves the driven equation level by level.

## Two levels, with the series divergent

Take \(H=\mathrm{diag}(0,2)\), \(v=(1,1)\) and \(g=\tfrac34\). The secular equation

\[
\frac34\left(\frac1z+\frac1{z-2}\right)=1
\]

becomes \(z^2-\tfrac72z+\tfrac32=0\), with roots \(z=3\) and \(z=\tfrac12\). At \(z=3\), \(Gv=(\tfrac13,1)\), so the normalised eigenvector is \((1,3)/\sqrt{10}\).

Now take \(z=\tfrac52\), where \(F=\tfrac25+2=\tfrac{12}5\) and \(gF=\tfrac95\). Your series diverges here, but the formula gives

\[
\frac{12/5}{1-9/5}=-3 .
\]

Directly,

\[
z-H_g=\begin{pmatrix}7/4&-3/4\\-3/4&-1/4\end{pmatrix}
\]

has determinant \(-1\), and the entries of its inverse add up to \(-3\), as they should. For the normalised vector \(v/\sqrt2\), the same coupling has strength \(\tfrac32\) and the matrix element is \(-\tfrac32\).

## An impurity site in a tight-binding cluster

For non-interacting electrons on a finite cluster, let \(v\) be the unit vector on site 0 and \(g\) the change in that site's energy. Then \(F\) is the local Green function of the unperturbed cluster. One diagonalisation of the Hermitian \(H\) gives levels \(E_k\) and orbitals \(\psi_k\). In the orbital basis, \(v\) has components \(\overline{\psi_k(0)}\), so

\[
F(z)=\sum_k\frac{|\psi_k(0)|^2}{z-E_k}.
\]

For each real \(g\neq0\), the shifted levels away from the \(E_k\) are the real solutions of \(F(z)=1/g\). Since \(F\) decreases on every interval without a pole, bisection finds them: between neighbouring poles and, for the one remaining level, within a distance \(|g|\) above the highest pole if \(g>0\) or below the lowest pole if \(g<0\). Each evaluation is a single sum over \(k\). The corresponding eigenvector has components proportional to \(\overline{\psi_k(0)}/(z-E_k)\), so a new impurity strength requires no new diagonalisation.
